# At positive temperature, a finite bipartite hopping lattice is half filled exactly when its Fermi level is zero

## Electron number as the trace of a matrix

The average electron number is taken here to be the trace of a matrix function of the Hamiltonian, and not a sum over a list of levels given in advance. For a Hermitian matrix $H$ on $n\ge 1$ sites, a temperature $T>0$ in energy units and a chemical potential (Fermi level) $\mu$, put

$$F(\mu)=\bigl(1+e^{(H-\mu)/T}\bigr)^{-1},\qquad N(\mu)=\operatorname{tr}F(\mu),$$

with the true matrix exponential and inverse. The sum over levels is then something to derive.

The electrons are non-interacting, the site basis is orthonormal, and each site holds at most one electron; spin would double every count. The symmetry is a matrix $S$ with $S^2=1$ and $SHS=-H$. On a bipartite lattice, $S$ is $+1$ on one sublattice and $-1$ on the other, and the condition says that $H$ contains only hopping between the sublattices, with no on-site energies.

## From reversed levels to a unique Fermi level

**Sum over levels.** Write $H=UDV$ with $VU=UV=1$ and $D$ diagonal with real entries $e_i$. Then $(H-\mu)/T=U\,\mathrm{diag}\bigl((e_i-\mu)/T\bigr)V$. In the power series of the exponential each inner product $VU$ is 1, so $e^{(H-\mu)/T}=U\,\mathrm{diag}\bigl(e^{(e_i-\mu)/T}\bigr)V$. Adding $1=UV$ and inverting level by level gives

$$F(\mu)=U\,\mathrm{diag}\bigl(f_\mu(e_i)\bigr)V,\qquad f_\mu(\varepsilon)=\frac{1}{1+e^{(\varepsilon-\mu)/T}}.$$

By cyclicity of the trace, $N(\mu)=\sum_i f_\mu(e_i)$.

**Growth.** Raising $\mu$ lowers every exponential, so every $f_\mu(e_i)$ rises strictly. There is at least one level, so $N$ is strictly increasing.

**Reversal.** From $SHS=-H$,

$$H=-SHS=(SU)(-D)(VS),\qquad (VS)(SU)=VU=1.$$

This is a second diagonalization of the same $H$, with levels $-e_i$. With $x=e^{(\varepsilon-\mu)/T}$,

$$f_{-\mu}(-\varepsilon)=\frac{1}{1+x^{-1}}=\frac{x}{1+x}=1-f_\mu(\varepsilon).$$

Summing over the levels gives $N(-\mu)=n-N(\mu)$.

**Uniqueness.** Hence $N(\mu)+N(\nu)=n$ holds exactly when $N(\nu)=N(-\mu)$, which by strict growth means $\nu=-\mu$. For $\nu=\mu$ this reads: $N(\mu)=n/2$ if and only if $\mu=0$. Since $N(0)=n/2$, strict growth also gives $N(\mu)>n/2$ exactly when $\mu>0$.

Positive temperature matters for uniqueness: in the limit $T\to0$, a lattice with a gap around zero is half filled for every $\mu$ inside the gap.

## Three sites in a row

Let the two end sites form one sublattice and the centre the other, with hopping $t>0$. The levels are $\sqrt2\,t,\ 0,\ -\sqrt2\,t$. Choose $T$ so that $\sqrt2\,t=T\ln3$.

- At $\mu=0$ the occupations are $\tfrac14,\tfrac12,\tfrac34$, with sum $\tfrac32$.
- At $\mu=T\ln3$ they are $\tfrac12,\tfrac34,\tfrac9{10}$, with sum $2.15$.
- At $\mu=-T\ln3$ they are $\tfrac1{10},\tfrac14,\tfrac12$, with sum $0.85$.

The last two sums add up to 3, the number of sites, although the sublattices have different sizes.

## The search for μ in a tight-binding run

A tight-binding or Hückel calculation with Fermi occupations at $T>0$ and a fixed electron number can diagonalize $H$ and then solve $N(\mu)=N_{\rm el}$ for the target number $N_{\rm el}$, for instance by bisection. For a finite, non-interacting bipartite model with no on-site energies, the root at half filling is $\mu=0$ at every $T>0$, and the search can be skipped. If all sites share an on-site energy $\alpha$, the root is $\mu=\alpha$. Away from half filling, a root $\mu$ found for $N_{\rm el}$ electrons also supplies the root $-\mu$ for $n-N_{\rm el}$ electrons, with energies measured from $\alpha$. Here $N_{\rm el}$ counts one spin; when both spins share the same levels, it is half the total number of electrons.

## The statement in Lean

In the code `n` is the set of sites, and `Fintype.card n` is the number written $n$ above. `fermiMatrix H T μ` is $F(\mu)$, and its `.trace` is $N(\mu)$, a complex number; the theorems that need an ordering use its real part, `.re`. The hypotheses `hH`, `hS` and `hSH` say that $H$ is Hermitian, that $S^2=1$ and that $SHS=-H$. `S` need not be diagonal, so other linear involutions that reverse the sign of $H$ are included.

The main theorem is `half_filling_iff`. In `bipartite_half_filling_iff` the Hamiltonian is the block matrix `bipartite B`, with an arbitrary hopping matrix `B` between sublattices `a` and `b`, and no symmetry has to be assumed. Both theorems concern the total electron number and say nothing about how the electrons are spread over the sites.

```lean
import Mathlib

open Matrix

namespace BipartiteFermiLevel

noncomputable section

variable {n : Type*} [Fintype n] [DecidableEq n]

/-- The Fermi occupation of a level of energy `ε` at temperature `T ≠ 0` and
chemical potential `μ`. -/
def fermi (T μ ε : ℝ) : ℝ := 1 / (1 + Real.exp ((ε - μ) / T))

/-- The Fermi matrix `(1 + exp ((H - μ) / T))⁻¹` of a Hermitian Hamiltonian `H` at
temperature `T ≠ 0` and chemical potential `μ`. -/
def fermiMatrix (H : Matrix n n ℂ) (T μ : ℝ) : Matrix n n ℂ :=
  (1 + NormedSpace.exp (((T⁻¹ : ℝ) : ℂ) • (H - (μ : ℂ) • (1 : Matrix n n ℂ))))⁻¹

/-- Reversing the signs of the energy and of the chemical potential turns the occupation
of a level into its vacancy. -/
theorem fermi_neg_neg (T μ ε : ℝ) : fermi T (-μ) (-ε) = 1 - fermi T μ ε := by
  have h : (-ε - -μ) / T = -((ε - μ) / T) := by ring
  unfold fermi
  rw [h, Real.exp_neg]
  have hx := Real.exp_pos ((ε - μ) / T)
  generalize Real.exp ((ε - μ) / T) = x at hx
  have h1 : 1 + x ≠ 0 := by positivity
  have h2 : 1 + x⁻¹ ≠ 0 := by positivity
  rw [eq_sub_iff_add_eq, div_add_div _ _ h2 h1, div_eq_one_iff_eq (mul_ne_zero h2 h1)]
  linear_combination -(mul_inv_cancel₀ hx.ne')

/-- A Hermitian Hamiltonian can be diagonalized with real energies. -/
theorem exists_diagonalization {H : Matrix n n ℂ} (hH : H.IsHermitian) :
    ∃ (U V : Matrix n n ℂ) (e : n → ℝ),
      V * U = 1 ∧ H = U * diagonal (fun i => (e i : ℂ)) * V := by
  refine ⟨hH.eigenvectorUnitary, star (hH.eigenvectorUnitary : Matrix n n ℂ),
    hH.eigenvalues, Unitary.coe_star_mul_self hH.eigenvectorUnitary, ?_⟩
  have h := hH.spectral_theorem
  rw [Unitary.conjStarAlgAut_apply] at h
  exact h

/-- The trace of the Fermi matrix is the sum of the Fermi occupations of the levels, in any
diagonalization of the Hamiltonian with real energies. -/
theorem trace_fermiMatrix {H U V : Matrix n n ℂ} {e : n → ℝ} (hVU : V * U = 1)
    (hD : H = U * diagonal (fun i => (e i : ℂ)) * V) (T μ : ℝ) :
    (fermiMatrix H T μ).trace = ((∑ i, fermi T μ (e i) : ℝ) : ℂ) := by
  have hUV : U * V = 1 := mul_eq_one_comm.mp hVU
  let d : n → ℂ := fun i => (((e i - μ) / T : ℝ) : ℂ)
  -- the exponent is diagonal in the same basis
  have hd : diagonal d = ((T⁻¹ : ℝ) : ℂ) •
      (diagonal (fun i => (e i : ℂ)) - (μ : ℂ) • (1 : Matrix n n ℂ)) := by
    ext i j
    simp only [d, diagonal_apply, Matrix.smul_apply, Matrix.sub_apply, Matrix.one_apply,
      smul_eq_mul]
    split_ifs
    · push_cast
      ring
    · simp
  have harg : ((T⁻¹ : ℝ) : ℂ) • (H - (μ : ℂ) • (1 : Matrix n n ℂ))
      = U * diagonal d * V := by
    rw [hd, hD]
    simp only [Matrix.mul_smul, Matrix.smul_mul, Matrix.mul_sub, Matrix.sub_mul,
      Matrix.mul_one, hUV]
  have hexpd : NormedSpace.exp d = fun i => Complex.exp (d i) := by
    rw [Pi.exp_def, Complex.exp_eq_exp_ℂ]
  have hexp : NormedSpace.exp (U * diagonal d * V)
      = U * diagonal (fun i => Complex.exp (d i)) * V := by
    have hV : U⁻¹ = V := Matrix.inv_eq_right_inv hUV
    have hU : IsUnit U := ⟨⟨U, V, hUV, hVU⟩, rfl⟩
    rw [← hV, Matrix.exp_conj _ _ hU, Matrix.exp_diagonal, hexpd]
  -- the inverse is taken level by level
  have hlev : ∀ i, (1 + Complex.exp (d i)) * (fermi T μ (e i) : ℂ) = 1 := by
    intro i
    have h : 1 + Real.exp ((e i - μ) / T) ≠ 0 := by positivity
    simp only [d, fermi]
    rw [← Complex.ofReal_exp]
    exact_mod_cast mul_one_div_cancel h
  have hEF : (1 + diagonal (fun i => Complex.exp (d i))) *
      diagonal (fun i => (fermi T μ (e i) : ℂ)) = 1 := by
    rw [← diagonal_one, diagonal_add, diagonal_mul_diagonal]
    exact congrArg diagonal (funext hlev)
  have hF : fermiMatrix H T μ = U * diagonal (fun i => (fermi T μ (e i) : ℂ)) * V := by
    unfold fermiMatrix
    rw [harg, hexp]
    apply Matrix.inv_eq_right_inv
    generalize diagonal (fun i => Complex.exp (d i)) = E at hEF ⊢
    generalize diagonal (fun i => (fermi T μ (e i) : ℂ)) = F at hEF ⊢
    calc (1 + U * E * V) * (U * F * V) = U * F * V + U * E * (V * U) * F * V := by
          noncomm_ring
      _ = U * ((1 + E) * F) * V := by rw [hVU]; noncomm_ring
      _ = 1 := by rw [hEF, mul_one, hUV]
  rw [hF, Matrix.trace_mul_comm, ← mul_assoc, hVU, one_mul, trace_diagonal,
    Complex.ofReal_sum]

/-- For a Hermitian Hamiltonian on at least one site and `T > 0`, the electron number grows
strictly with the chemical potential. -/
theorem electronNumber_strictMono [Nonempty n] {H : Matrix n n ℂ} (hH : H.IsHermitian)
    {T : ℝ} (hT : 0 < T) : StrictMono (fun μ : ℝ => (fermiMatrix H T μ).trace.re) := by
  obtain ⟨U, V, e, hVU, hD⟩ := exists_diagonalization hH
  intro μ ν hμν
  simp only [trace_fermiMatrix hVU hD, Complex.ofReal_re]
  refine Finset.sum_lt_sum_of_nonempty Finset.univ_nonempty fun i _ => ?_
  have h : Real.exp ((e i - ν) / T) < Real.exp ((e i - μ) / T) :=
    Real.exp_lt_exp.mpr (div_lt_div_of_pos_right (by linarith) hT)
  exact one_div_lt_one_div_of_lt (by positivity) (by linarith)

/-- If an involution `S` reverses the sign of a Hermitian Hamiltonian, the electron numbers
at `μ` and `-μ` add up to the number of sites. -/
theorem trace_add_trace_neg {H S : Matrix n n ℂ} (hH : H.IsHermitian) (hS : S * S = 1)
    (hSH : S * H * S = -H) (T μ : ℝ) :
    (fermiMatrix H T μ).trace + (fermiMatrix H T (-μ)).trace = (Fintype.card n : ℂ) := by
  obtain ⟨U, V, e, hVU, hD⟩ := exists_diagonalization hH
  have hneg : diagonal (fun i => ((-e i : ℝ) : ℂ)) = -diagonal (fun i => (e i : ℂ)) := by
    ext i j
    simp only [diagonal_apply, Matrix.neg_apply]
    split_ifs <;> simp
  -- `S` carries the eigenbasis to one in which all energies are reversed
  have hD' : H = (S * U) * diagonal (fun i => ((-e i : ℝ) : ℂ)) * (V * S) := by
    rw [hneg]
    calc H = -(S * H * S) := by rw [hSH, neg_neg]
      _ = -(S * (U * diagonal (fun i => (e i : ℂ)) * V) * S) := by rw [← hD]
      _ = (S * U) * (-diagonal (fun i => (e i : ℂ))) * (V * S) := by noncomm_ring
  have hVU' : (V * S) * (S * U) = 1 := by
    calc (V * S) * (S * U) = V * (S * S) * U := by noncomm_ring
      _ = 1 := by rw [hS, mul_one, hVU]
  rw [trace_fermiMatrix hVU hD T μ, trace_fermiMatrix hVU' hD' T (-μ),
    ← Complex.ofReal_add, ← Finset.sum_add_distrib]
  simp only [fermi_neg_neg, add_sub_cancel]
  simp

/-- Opposite doping means opposite Fermi level: for a Hermitian Hamiltonian reversed by an
involution, on at least one site and at `T > 0`, the electron numbers at `μ` and `ν` add up
to the number of sites exactly when `ν = -μ`. -/
theorem opposite_doping_iff [Nonempty n] {H S : Matrix n n ℂ} (hH : H.IsHermitian)
    (hS : S * S = 1) (hSH : S * H * S = -H) {T : ℝ} (hT : 0 < T) (μ ν : ℝ) :
    (fermiMatrix H T μ).trace + (fermiMatrix H T ν).trace = (Fintype.card n : ℂ)
      ↔ ν = -μ := by
  have hp := trace_add_trace_neg hH hS hSH T μ
  constructor
  · intro h
    have heq : (fermiMatrix H T ν).trace = (fermiMatrix H T (-μ)).trace := by
      linear_combination h - hp
    exact (electronNumber_strictMono hH hT).injective (congrArg Complex.re heq)
  · rintro rfl
    exact hp

/-- For a Hermitian Hamiltonian reversed by an involution, on at least one site and at
`T > 0`, the lattice is half filled if and only if the Fermi level is zero. -/
theorem half_filling_iff [Nonempty n] {H S : Matrix n n ℂ} (hH : H.IsHermitian)
    (hS : S * S = 1) (hSH : S * H * S = -H) {T : ℝ} (hT : 0 < T) (μ : ℝ) :
    (fermiMatrix H T μ).trace = (Fintype.card n : ℂ) / 2 ↔ μ = 0 := by
  have h := opposite_doping_iff hH hS hSH hT μ μ
  constructor
  · intro ht
    have h' := h.mp (by rw [ht]; ring)
    linarith
  · intro h0
    have h' := h.mpr (by linarith)
    linear_combination h' / 2

/-- For a Hermitian Hamiltonian reversed by an involution, on at least one site and at `T > 0`, the
lattice is more than half filled exactly when the Fermi level is positive. -/
theorem above_half_filling_iff [Nonempty n] {H S : Matrix n n ℂ} (hH : H.IsHermitian)
    (hS : S * S = 1) (hSH : S * H * S = -H) {T : ℝ} (hT : 0 < T) (μ : ℝ) :
    (Fintype.card n : ℝ) / 2 < (fermiMatrix H T μ).trace.re ↔ 0 < μ := by
  have h0 : (fermiMatrix H T 0).trace.re = (Fintype.card n : ℝ) / 2 := by
    rw [(half_filling_iff hH hS hSH hT 0).mpr rfl]
    simp
  rw [← h0]
  exact (electronNumber_strictMono hH hT).lt_iff_lt

variable {a b : Type*} [Fintype a] [DecidableEq a] [Fintype b] [DecidableEq b]

/-- The Hamiltonian of a bipartite lattice with hopping `B` between sublattices `a` and `b`, no
hopping within a sublattice and no on-site energies. -/
def bipartite (B : Matrix a b ℂ) : Matrix (a ⊕ b) (a ⊕ b) ℂ := fromBlocks 0 B Bᴴ 0

/-- The diagonal matrix with sign `+1` on sublattice `a` and `-1` on sublattice `b`. -/
def sublatticeSign : Matrix (a ⊕ b) (a ⊕ b) ℂ := fromBlocks 1 0 0 (-1)

/-- The bipartite Hamiltonian is Hermitian, and the sublattice sign matrix is an involution
that reverses it. -/
theorem bipartite_witness (B : Matrix a b ℂ) :
    (bipartite B).IsHermitian ∧
    (sublatticeSign : Matrix (a ⊕ b) (a ⊕ b) ℂ) * sublatticeSign = 1 ∧
    sublatticeSign * bipartite B * sublatticeSign = -bipartite B := by
  refine ⟨?_, ?_, ?_⟩
  · simp [Matrix.IsHermitian, bipartite, fromBlocks_conjTranspose]
  · simp [sublatticeSign, fromBlocks_multiply]
  · simp [sublatticeSign, bipartite, fromBlocks_multiply, fromBlocks_neg]

/-- A bipartite lattice with hopping only between the sublattices and no on-site energies, with at
least one site and with sublattices of any sizes, is half filled at `T > 0` if and only if the Fermi
level is zero. -/
theorem bipartite_half_filling_iff [Nonempty (a ⊕ b)] (B : Matrix a b ℂ) {T : ℝ}
    (hT : 0 < T) (μ : ℝ) :
    (fermiMatrix (bipartite B) T μ).trace
      = ((Fintype.card a : ℂ) + (Fintype.card b : ℂ)) / 2 ↔ μ = 0 := by
  obtain ⟨hH, hS, hSH⟩ := bipartite_witness B
  have h := half_filling_iff hH hS hSH hT μ
  rw [Fintype.card_sum, Nat.cast_add] at h
  exact h

end

end BipartiteFermiLevel
```

```lean
#print axioms BipartiteFermiLevel.above_half_filling_iff
-- 'BipartiteFermiLevel.above_half_filling_iff' depends on axioms: [propext, Classical.choice, Quot.sound]
#print axioms BipartiteFermiLevel.bipartite_half_filling_iff
-- 'BipartiteFermiLevel.bipartite_half_filling_iff' depends on axioms: [propext, Classical.choice, Quot.sound]
```

## Two diagonalizations, one trace formula

`fermi_neg_neg` is the identity $f_{-\mu}(-\varepsilon)=1-f_\mu(\varepsilon)$: the exponential is replaced by a positive $x$, the fractions are cleared, and $x\,x^{-1}=1$ finishes it. `exists_diagonalization` takes $U$, $V$ and $e$ from Mathlib's spectral theorem.

`trace_fermiMatrix` is the sum over levels. Its step `harg` diagonalizes the exponent, `hexp` moves the exponential onto the diagonal with `Matrix.exp_conj`, and `hEF` inverts level by level. In `hF` the candidate $U\,\mathrm{diag}(f_\mu(e_i))\,V$ is multiplied by $1+e^{(H-\mu)/T}$ and gives 1, which identifies it as the inverse. The lemma asks only for $VU=1$ and real levels, not for a unitary $U$. It therefore also applies to the pair $SU$, $VS$, where $S$ is not assumed unitary.

`electronNumber_strictMono` compares the two sums term by term. `trace_add_trace_neg` builds the reversed diagonalization in `hD'` and `hVU'`, applies the trace formula to each, and adds the sums.

In `opposite_doping_iff`, subtracting the two trace identities gives $N(\nu)=N(-\mu)$, and injectivity of a strictly increasing function gives $\nu=-\mu$. `half_filling_iff` sets $\nu=\mu$, and `above_half_filling_iff` rewrites $n/2$ as $N(0)$ and uses strict growth.

`bipartite_witness` verifies the three hypotheses for the block Hamiltonian and `sublatticeSign` by block multiplication. The last theorem combines this with `half_filling_iff` and writes the number of sites as the sum of the two sublattice sizes.
